# A three-site ring with imaginary hoppings can transmit perfectly from one lead to another and not at all back

The theorem `ring_circulator` concerns a finite, non-interacting ring of three sites with hoppings ±i, each site attached to its own lead of energy-independent broadening 2. It states that the Hamiltonian H is Hermitian and that an explicit matrix G is its Green function at E = 0, meaning that (i·1 − H)G = 1. With T_pq = Tr[Γ_p G Γ_q G†], it also states that T_01 = 1 while T_10 = 0. The attempt checks Hermiticity and the Green-function equation entry by entry, and gets the two transmissions from the earlier lemma that T_pq = 4|G_pq|² for such leads.

An attempt in Lean 4 with a fault in it:

```lean
import Mathlib

open Matrix

namespace RingCirculator

noncomputable section

variable {n P : Type*} [Fintype n] [DecidableEq n] [Fintype P]

/-- The open-system operator `E - H + (i/2) ∑ Γ_p` of a scatterer `H` with lead
broadenings `Γ_p`. -/
def openOp (H : Matrix n n ℂ) (Γ : P → Matrix n n ℂ) (E : ℝ) : Matrix n n ℂ :=
  (E : ℂ) • (1 : Matrix n n ℂ) - H + (Complex.I / 2) • ∑ p, Γ p

/-- `G` is a Green function at energy `E`: it inverts the open-system operator. -/
def IsGreen (H : Matrix n n ℂ) (Γ : P → Matrix n n ℂ) (E : ℝ) (G : Matrix n n ℂ) : Prop :=
  openOp H Γ E * G = 1

/-- The transmission `T_pq = Tr[Γ_p G Γ_q Gᴴ]` between leads `p` and `q`. -/
def transmission (Γ : P → Matrix n n ℂ) (G : Matrix n n ℂ) (p q : P) : ℂ :=
  trace (Γ p * G * Γ q * Gᴴ)

variable {H C G : Matrix n n ℂ} {Γ : P → Matrix n n ℂ}

/-- A lead of broadening 2 attached to the single site `p`. -/
def siteLead (p : n) : Matrix n n ℂ := diagonal fun i => if i = p then 2 else 0

/-- With one such lead on every site, the open-system operator is `(E + i) - H`. -/
theorem openOp_siteLead (H : Matrix n n ℂ) (E : ℝ) :
    openOp H siteLead E = ((E : ℂ) + Complex.I) • (1 : Matrix n n ℂ) - H := by
  have hS : ∑ p : n, siteLead p = (2 : ℂ) • (1 : Matrix n n ℂ) := by
    ext i j
    by_cases hij : i = j
    · subst hij
      simp [siteLead, Matrix.sum_apply]
    · simp [siteLead, Matrix.sum_apply, hij]
  have hI : Complex.I / 2 * 2 = Complex.I := by ring
  rw [openOp, hS, smul_smul, hI]
  module

/-- Between single-site leads of broadening 2 the transmission is `4 |G_pq|²`. -/
theorem transmission_siteLead (G : Matrix n n ℂ) (p q : n) :
    transmission siteLead G p q = 4 * (Complex.normSq (G p q) : ℂ) := by
  have key : ∀ i j, (siteLead p * G * siteLead q) i j =
      (if i = p then 2 else 0) * G i j * (if j = q then 2 else 0) := fun i j => by
    simp only [siteLead, mul_diagonal, diagonal_mul]
  have htr : ∀ M : Matrix n n ℂ, trace (M * Gᴴ) = ∑ i, ∑ j, M i j * star (G i j) :=
    fun M => by simp only [trace, diag_apply, Matrix.mul_apply, conjTranspose_apply]
  rw [transmission, htr]
  simp only [key]
  rw [Finset.sum_eq_single p, Finset.sum_eq_single q]
  · simp only [↓reduceIte, Complex.star_def]
    rw [← Complex.mul_conj]
    ring
  all_goals simp +contextual

/-- A three-site ring with imaginary hoppings and one lead per site has a Hermitian
Hamiltonian and a Green function at `E = 0`, with `T_01 = 1` but `T_10 = 0`. -/
theorem ring_circulator :
    let H : Matrix (Fin 3) (Fin 3) ℂ :=
      !![0, Complex.I, -Complex.I; -Complex.I, 0, Complex.I; Complex.I, -Complex.I, 0]
    let G : Matrix (Fin 3) (Fin 3) ℂ :=
      !![-Complex.I / 2, -Complex.I / 2, 0; 0, -Complex.I / 2, -Complex.I / 2;
        -Complex.I / 2, 0, -Complex.I / 2]
    H.IsHermitian ∧ IsGreen H siteLead 0 G ∧
      transmission siteLead G 0 1 = 1 ∧ transmission siteLead G 1 0 = 0 := by
  intro H G
  refine ⟨?_, ?_, ?_, ?_⟩
  · exact IsHermitian.ext fun i j => by fin_cases i <;> fin_cases j <;> simp [H]
  · rw [IsGreen, openOp_siteLead]
    ext i j
    fin_cases i <;> fin_cases j <;>
      simp [H, G, Matrix.mul_apply, Fin.sum_univ_succ, Complex.ext_iff] <;> norm_num
  · rw [transmission_siteLead]
    norm_num [G, Complex.normSq_apply]
  · rw [transmission_siteLead]
    simp [G]

end

end RingCirculator
```

Messages:

```
Main.lean:71:2: error: unsolved goals
case refine_2.«1».«1»
H : Matrix (Fin 3) (Fin 3) ℂ := !![0, Complex.I, -Complex.I; -Complex.I, 0, Complex.I; Complex.I, -Complex.I, 0]
G : Matrix (Fin 3) (Fin 3) ℂ :=
  !![-Complex.I / 2, -Complex.I / 2, 0; 0, -Complex.I / 2, -Complex.I / 2; -Complex.I / 2, 0, -Complex.I / 2]
⊢ 1 / 2 + (1 1 (Fin.succ 0)).re * (1 / 2) = 1 ∧ (1 1 (Fin.succ 0)).im = 0

case refine_2.«1».«2»
H : Matrix (Fin 3) (Fin 3) ℂ := !![0, Complex.I, -Complex.I; -Complex.I, 0, Complex.I; Complex.I, -Complex.I, 0]
G : Matrix (Fin 3) (Fin 3) ℂ :=
  !![-Complex.I / 2, -Complex.I / 2, 0; 0, -Complex.I / 2, -Complex.I / 2; -Complex.I / 2, 0, -Complex.I / 2]
⊢ (1 1 (Fin.succ 0)).re * (1 / 2) + -(1 / 2) = 0 ∧ (1 1 (Fin.succ 0)).im = 0

case refine_2.«2».«0»
H : Matrix (Fin 3) (Fin 3) ℂ := !![0, Complex.I, -Complex.I; -Complex.I, 0, Complex.I; Complex.I, -Complex.I, 0]
G : Matrix (Fin 3) (Fin 3) ℂ :=
  !![-Complex.I / 2, -Complex.I / 2, 0; 0, -Complex.I / 2, -Complex.I / 2; -Complex.I / 2, 0, -Complex.I / 2]
⊢ -(1 / 2) + (1 2 (Fin.succ 0).succ).re * (1 / 2) = 0 ∧ (1 2 (Fin.succ 0).succ).im = 0

case refine_2.«2».«2»
H : Matrix (Fin 3) (Fin 3) ℂ := !![0, Complex.I, -Complex.I; -Complex.I, 0, Complex.I; Complex.I, -Complex.I, 0]
G : Matrix (Fin 3) (Fin 3) ℂ :=
  !![-Complex.I / 2, -Complex.I / 2, 0; 0, -Complex.I / 2, -Complex.I / 2; -Complex.I / 2, 0, -Complex.I / 2]
⊢ 1 / 2 + (1 2 (Fin.succ 0).succ).re * (1 / 2) = 1 ∧ (1 2 (Fin.succ 0).succ).im = 0
```

The error is in the entrywise check of the Green-function equation, where four of the nine entries are left unproved. Each remaining goal contains an unevaluated entry of the identity matrix, `1 1 (Fin.succ 0)` or `1 2 (Fin.succ 0).succ`. These are diagonal entries, equal to 1, and with that value all four goals are true.

The odd indices come from `Fin.sum_univ_succ`, which expands the sum in the matrix product using successors. `Fin.succ 0` is the same index as `1`, but it is written differently, and `simp` did not reduce these entries to 1. The `norm_num` that follows could not finish without their values.

The repair expands the sum with `Fin.sum_univ_three` instead, which writes the indices as `0`, `1` and `2`. It also adds `Matrix.one_apply`, which turns an entry of the identity into 1 if its two indices are equal and 0 otherwise. With numerals on both sides that comparison can be decided, and only arithmetic is left. The new line breaks are mere tidying.

After these edits no error is left:

```diff
@@ -72,5 +72,7 @@
     ext i j
     fin_cases i <;> fin_cases j <;>
-      simp [H, G, Matrix.mul_apply, Fin.sum_univ_succ, Complex.ext_iff] <;> norm_num
+      simp [H, G, Matrix.mul_apply, Fin.sum_univ_three, Matrix.one_apply,
+        Complex.ext_iff] <;>
+      norm_num
   · rw [transmission_siteLead]
     norm_num [G, Complex.normSq_apply]
```
